# The type-II cosine transform of a real signal as the real part of a phase-shifted DFT of the reordered signal

## Sample order, signs and normalisation

Let $x_0,\dots,x_{N-1}$ be real samples. Their type-II cosine transform, without any normalising factor, is

$$C_k=\sum_{n=0}^{N-1}x_n\cos\frac{\pi k(2n+1)}{2N}.$$

The reordered signal $v$ takes the even-numbered samples in ascending order, followed by the odd-numbered samples in descending order:

$$v_j=x_{2j}\quad(2j<N),\qquad v_{N-1-j}=x_{2j+1}\quad(2j+1<N).$$

For $N=5$ this gives $v=(x_0,x_2,x_4,x_3,x_1)$. The discrete Fourier transform (DFT) of $v$ has a negative exponent and no prefactor, and the twiddle factor $t_k$ is a phase:

$$V_k=\sum_{j=0}^{N-1}v_j\,e^{-2\pi ijk/N},\qquad t_k=e^{-\pi ik/(2N)}.$$

## Two cosine coefficients in one complex number

For every natural number $k$,

$$C_k=\operatorname{Re}(t_kV_k).$$

For $0\le k\le N$ the imaginary part is a cosine coefficient too, and the relation can be inverted:

$$t_kV_k=C_k-i\,C_{N-k},\qquad V_k=e^{\pi ik/(2N)}\,(C_k-i\,C_{N-k}).$$

## Cosine transforms on top of an FFT routine

A type-II cosine transform diagonalises the standard second-difference operator on a uniform cell-centred grid with zero normal derivative at the walls. It can therefore serve in a Poisson solver for the electrostatic potential of a charge density, with the identity above applied to one finite, real grid line at a time. If all the walls are of this kind, the total charge must be zero, and the potential is fixed only up to a constant.

A code that has a fast Fourier transform (FFT) but no cosine transform can permute the samples, call the FFT at length $N$, multiply by $t_k$ and take real parts. The signal needs no padding or mirroring to a greater length. If the FFT routine accepts real input and returns only $0\le k\le N/2$, those values are enough, because each supplies both $C_k$ and $C_{N-k}$.

The inverted relation serves the way back: form $V_k$ from the coefficients, apply an inverse DFT and undo the permutation. At $k=0$ it calls for $C_N$, which an array of $N$ coefficients doesn't hold. Its value is zero, since every cosine in it is taken at an odd multiple of $\pi/2$.

## Reflecting the odd samples

Let $s(j)$ be the index of the sample that lands at position $j$, so that $v_j=x_{s(j)}$. Then

$$s(j)=\begin{cases}2j,&2j<N,\\ 2(N-1-j)+1=2N-1-2j,&2j\ge N.\end{cases}$$

This map permutes $0,\dots,N-1$. Its inverse sends an even index $n$ to $n/2$ and an odd index $n$ to $N-1-(n-1)/2$. The cosine sum may therefore be taken in the new order:

$$C_k=\sum_{j=0}^{N-1}v_j\cos\frac{\pi k(2s(j)+1)}{2N}.$$

Write $\theta_j(k)=\pi k(4j+1)/(2N)$. If $2j<N$, then $2s(j)+1=4j+1$ and the angle is $\theta_j(k)$. If $2j\ge N$, then $2s(j)+1=4N-(4j+1)$ and the angle is

$$\frac{\pi k\,(4N-(4j+1))}{2N}=2\pi k-\theta_j(k).$$

Since $k$ is an integer, this has the same cosine as $\theta_j(k)$. Both halves of the signal thus follow one formula:

$$C_k=\sum_{j=0}^{N-1}v_j\cos\theta_j(k).$$

On the Fourier side, the phases of the twiddle factor and the DFT add up to the same angle:

$$\frac{\pi k}{2N}+\frac{2\pi jk}{N}=\frac{\pi k(4j+1)}{2N}=\theta_j(k),
\qquad\text{so}\qquad t_kV_k=\sum_{j=0}^{N-1}v_j\,e^{-i\theta_j(k)}.$$

Because the $v_j$ are real, the real part is $\sum_j v_j\cos\theta_j(k)=C_k$, and the imaginary part is $-\sum_j v_j\sin\theta_j(k)$. To identify the latter, replace $k$ by $N-k$ in the angle:

$$\theta_j(N-k)=\frac{\pi(4j+1)}{2}-\theta_j(k)=2\pi j+\frac{\pi}{2}-\theta_j(k).$$

Hence $\cos\theta_j(N-k)=\sin\theta_j(k)$, and the imaginary part equals $-C_{N-k}$. Together the two parts give $t_kV_k=C_k-iC_{N-k}$. Multiplying by $e^{\pi ik/(2N)}$, the inverse of $t_k$, gives the formula for $V_k$.

## The identities in Lean

```lean
import Mathlib

open Finset
open scoped Real

namespace FastCosineTransform

noncomputable section

/-- The sample index read at position `j`: even indices ascending, then odd indices descending. -/
def sampleIndex (N j : ℕ) : ℕ := if 2 * j < N then 2 * j else 2 * (N - 1 - j) + 1

/-- The reordered signal `v` built from the samples of `x`. -/
def reorder (N : ℕ) (x : ℕ → ℝ) (j : ℕ) : ℝ := x (sampleIndex N j)

/-- The unnormalised type-II cosine transform of a real signal of length `N`. -/
def cosineTransform (N : ℕ) (x : ℕ → ℝ) (k : ℕ) : ℝ :=
  ∑ n ∈ range N, x n * Real.cos (π * k * (2 * n + 1) / (2 * N))

/-- The `N`-point discrete Fourier transform of a real signal. -/
def dft (N : ℕ) (v : ℕ → ℝ) (k : ℕ) : ℂ :=
  ∑ j ∈ range N, (v j : ℂ) * Complex.exp (-(2 * (π : ℂ) * j * k / N) * Complex.I)

/-- The twiddle factor `exp(-π i k / (2N))`. -/
def twiddle (N k : ℕ) : ℂ := Complex.exp (-((π : ℂ) * k / (2 * N)) * Complex.I)

/-- The reordered signal has `v_j = x_(2j)` for `2j < N` and `v_(N-1-j) = x_(2j+1)` for
`2j+1 < N`. -/
theorem reorder_spec (N : ℕ) (x : ℕ → ℝ) (j : ℕ) :
    (2 * j < N → reorder N x j = x (2 * j)) ∧
    (2 * j + 1 < N → reorder N x (N - 1 - j) = x (2 * j + 1)) := by
  constructor
  · intro h
    have e : sampleIndex N j = 2 * j := if_pos h
    rw [reorder, e]
  · intro h
    have e : sampleIndex N (N - 1 - j) = 2 * j + 1 := by
      unfold sampleIndex
      split_ifs <;> omega
    rw [reorder, e]

/-- A sum over all samples may be taken in the reordered sequence. -/
theorem sum_reordered (N : ℕ) (f : ℕ → ℝ) :
    ∑ n ∈ range N, f n = ∑ j ∈ range N, f (sampleIndex N j) := by
  symm
  -- the inverse map sends an even index to the front half and an odd one to the back half
  refine Finset.sum_nbij' (sampleIndex N)
    (fun n => if n % 2 = 0 then n / 2 else N - 1 - n / 2) ?_ ?_ ?_ ?_ ?_
  · intro a ha
    simp only [Finset.mem_range, sampleIndex] at *
    split_ifs <;> omega
  · intro a ha
    simp only [Finset.mem_range] at *
    split_ifs <;> omega
  · intro a ha
    simp only [Finset.mem_range, sampleIndex] at *
    split_ifs <;> omega
  · intro a ha
    simp only [Finset.mem_range, sampleIndex] at *
    split_ifs <;> omega
  · intro a _
    rfl

/-- In terms of the reordered signal, the cosine transform has the angles
`π k (4j+1) / (2N)` for even and odd samples alike. -/
theorem cosineTransform_eq_reordered (N : ℕ) (x : ℕ → ℝ) (k : ℕ) :
    cosineTransform N x k =
      ∑ j ∈ range N, reorder N x j * Real.cos (π * k * (4 * j + 1) / (2 * N)) := by
  unfold cosineTransform
  rw [sum_reordered N (fun n => x n * Real.cos (π * k * (2 * n + 1) / (2 * N)))]
  refine Finset.sum_congr rfl fun j hj => ?_
  have hjN : j < N := Finset.mem_range.mp hj
  have hN : (N : ℝ) ≠ 0 := by
    have : N ≠ 0 := by omega
    exact_mod_cast this
  have key : Real.cos (π * k * (2 * (sampleIndex N j : ℝ) + 1) / (2 * N)) =
      Real.cos (π * k * (4 * j + 1) / (2 * N)) := by
    by_cases h : 2 * j < N
    · have e : sampleIndex N j = 2 * j := if_pos h
      rw [e]
      push_cast
      congr 1
      ring
    · -- odd samples: the angle is reflected about a multiple of π
      have e : sampleIndex N j + 1 + 2 * j = 2 * N := by
        unfold sampleIndex
        rw [if_neg h]
        omega
      have c : (sampleIndex N j : ℝ) + 1 + 2 * j = 2 * N := by exact_mod_cast e
      have c' : (sampleIndex N j : ℝ) = 2 * N - 1 - 2 * j := by linarith
      have a : π * k * (2 * (2 * (N : ℝ) - 1 - 2 * j) + 1) / (2 * N) =
          k * (2 * π) - π * k * (4 * j + 1) / (2 * N) := by
        field_simp
        ring
      rw [c', a, Real.cos_nat_mul_two_pi_sub]
  exact congrArg (fun c => x (sampleIndex N j) * c) key

/-- The twiddle factor times the DFT is a sum of phases with angles `-π k (4j+1) / (2N)`. -/
theorem twiddle_mul_dft (N : ℕ) (v : ℕ → ℝ) (k : ℕ) :
    twiddle N k * dft N v k = ∑ j ∈ range N,
      (v j : ℂ) * Complex.exp (((-(π * k * (4 * j + 1) / (2 * N)) : ℝ) : ℂ) * Complex.I) := by
  unfold twiddle dft
  rw [Finset.mul_sum]
  refine Finset.sum_congr rfl fun j _ => ?_
  rw [mul_left_comm, ← Complex.exp_add]
  congr 2
  push_cast
  ring

/-- The type-II cosine transform of `x` is the real part of the twiddle factor times the `N`-point
DFT of the reordered signal. -/
theorem cosineTransform_eq_re (N : ℕ) (x : ℕ → ℝ) (k : ℕ) :
    cosineTransform N x k = (twiddle N k * dft N (reorder N x) k).re := by
  rw [cosineTransform_eq_reordered, twiddle_mul_dft, Complex.re_sum]
  refine Finset.sum_congr rfl fun j _ => ?_
  rw [Complex.re_ofReal_mul, Complex.exp_ofReal_mul_I_re, Real.cos_neg]

/-- For `k ≤ N`, the imaginary part of the same product is minus the cosine coefficient
at `N - k`. -/
theorem cosineTransform_reflected_eq_im (N : ℕ) (x : ℕ → ℝ) (k : ℕ) (hk : k ≤ N) :
    (twiddle N k * dft N (reorder N x) k).im = -cosineTransform N x (N - k) := by
  rw [cosineTransform_eq_reordered, twiddle_mul_dft, Complex.im_sum, ← Finset.sum_neg_distrib]
  refine Finset.sum_congr rfl fun j hj => ?_
  have hN : (N : ℝ) ≠ 0 := by
    have : N ≠ 0 := by
      have := Finset.mem_range.mp hj
      omega
    exact_mod_cast this
  -- replacing k by N - k turns the cosine into a sine
  have a : π * ((N : ℝ) - k) * (4 * j + 1) / (2 * N) =
      (π / 2 - π * k * (4 * j + 1) / (2 * N)) + j * (2 * π) := by
    field_simp
    ring
  rw [Complex.im_ofReal_mul, Complex.exp_ofReal_mul_I_im, Real.sin_neg, Nat.cast_sub hk, a,
    Real.cos_add_nat_mul_two_pi, Real.cos_pi_div_two_sub, mul_neg]

/-- For `k ≤ N`, the twiddle factor times the DFT of the reordered signal is the cosine coefficient
at `k` minus `i` times the cosine coefficient at `N - k`. -/
theorem twiddle_mul_dft_eq_pair (N : ℕ) (x : ℕ → ℝ) (k : ℕ) (hk : k ≤ N) :
    twiddle N k * dft N (reorder N x) k =
      (cosineTransform N x k : ℂ) - (cosineTransform N x (N - k) : ℂ) * Complex.I := by
  apply Complex.ext
  · rw [← cosineTransform_eq_re]
    simp
  · simp [cosineTransform_reflected_eq_im N x k hk]

/-- Conversely, for `k ≤ N` the DFT of the reordered signal at `k` is obtained from the cosine
coefficients at `k` and `N - k` by undoing the phase. -/
theorem dft_eq_of_cosineTransform (N : ℕ) (x : ℕ → ℝ) (k : ℕ) (hk : k ≤ N) :
    dft N (reorder N x) k = Complex.exp (((π : ℂ) * k / (2 * N)) * Complex.I) *
      ((cosineTransform N x k : ℂ) - (cosineTransform N x (N - k) : ℂ) * Complex.I) := by
  have h : Complex.exp (((π : ℂ) * k / (2 * N)) * Complex.I) * twiddle N k = 1 := by
    rw [twiddle, ← Complex.exp_add, neg_mul, add_neg_cancel, Complex.exp_zero]
  rw [← twiddle_mul_dft_eq_pair N x k hk, ← mul_assoc, h, one_mul]

end

end FastCosineTransform
```

```lean
#print axioms FastCosineTransform.reorder_spec
#print axioms FastCosineTransform.cosineTransform_eq_re
#print axioms FastCosineTransform.dft_eq_of_cosineTransform
```

```
'FastCosineTransform.reorder_spec' depends on axioms: [propext, Classical.choice, Quot.sound]
'FastCosineTransform.cosineTransform_eq_re' depends on axioms: [propext, Classical.choice, Quot.sound]
'FastCosineTransform.dft_eq_of_cosineTransform' depends on axioms: [propext, Classical.choice, Quot.sound]
```

## How the theorems match the formulas

A signal is a function `x : ℕ → ℝ`, of which only the values at indices below `N` enter the transforms. The map $s$ is `sampleIndex`, and $v$ is `reorder N x`. The definitions `cosineTransform`, `dft` and `twiddle` are $C_k$, $V_k$ and $t_k$ with the signs and prefactors given at the start. The theorem `reorder_spec` confirms that the index map obeys the two rules that define $v$.

The main theorem, `cosineTransform_eq_re`, says that $C_k=\operatorname{Re}(t_kV_k)$ for all `N`, `x` and `k`, with no upper limit on `k`. The three theorems after it give the imaginary part, the complex identity and its inversion. They assume `k ≤ N`, because `N - k` is a subtraction of natural numbers, which Lean cuts off at zero.

The proof follows the derivation:

- `sum_reordered` is the change of summation order. `Finset.sum_nbij'` takes the map and its inverse, and asks that each stay within the range, that each undo the other, and that the summands agree. The integer arithmetic is left to `omega`.
- `cosineTransform_eq_reordered` brings every angle to $\theta_j(k)$. It splits on `2 * j < N`; in the odd case `Real.cos_nat_mul_two_pi_sub` performs the reflection.
- `twiddle_mul_dft` moves the twiddle factor inside the sum and merges the exponentials with `Complex.exp_add`.
- `cosineTransform_eq_re` then compares the two sums term by term, using the fact that cosine is even.
- `cosineTransform_reflected_eq_im` does the same for the imaginary part. Its equation `a` is the formula for $\theta_j(N-k)$, after which the whole turns and the quarter turn are removed.
- `twiddle_mul_dft_eq_pair` joins real and imaginary parts by `Complex.ext`, and `dft_eq_of_cosineTransform` multiplies by the opposite phase.

## Exact for real signals, silent on speed and rounding

The identities hold exactly for every length, odd or even, and no power of two is required. An implementation can be tested against them, and a disagreement beyond rounding error points to a fault in the code or to a difference in convention.

Two such differences are common. Some libraries multiply the cosine transform by 2 or scale it to be orthonormal, and the result must then be rescaled. If the DFT has a positive exponent, the twiddle factor needs a positive exponent as well; for real input the product is then the complex conjugate, so the real part is unchanged and the imaginary part changes sign.

The samples must be real. For complex data, the real and imaginary parts can be transformed separately. Taking the real part of $t_kV_k$ for the complex signal as a whole would mix them: for $0\le k\le N$ it gives the coefficient of the real part at $k$ plus that of the imaginary part at $N-k$.

The main theorem is an equality between finite sums and contains no algorithm or operation count. The speed comes from whichever FFT evaluates $V_k$, and the accuracy in floating-point arithmetic depends on that routine and on the computed twiddle factors. The theorems also concern a single dimension and the transform itself; the Poisson solver and the inverse DFT mentioned above rest on separate arguments.
